# When Thiele continued fractions reproduce their input at the nodes

An imaginary-axis impurity solver in a DMFT loop, such as a quantum Monte Carlo solver, returns the Green's function $G$ at finitely many Matsubara frequencies $\mathrm{i}\omega_j$, while the spectral function $-\operatorname{Im} G(\omega+\mathrm{i}\eta)/\pi$ is wanted at real frequency $\omega$, a small distance $\eta>0$ above the axis. Padé continuation builds a rational function from the finite data set and evaluates it there. In the interpolating form treated here that function is meant to pass through the data. This is proved below for distinct nodes and nonzero reciprocal differences, at each node where the denominator of the function does not vanish. A three-node example shows that the denominator can vanish at a node and the datum there be missed.

## The identity

Take nodes $z_0,\dots,z_{N-1}$ and data $u_0,\dots,u_{N-1}$ in a field $K$; for Matsubara data $K=\mathbb{C}$, $z_j=\mathrm{i}\omega_j$, $u_j=G(\mathrm{i}\omega_j)$. Define reciprocal differences and coefficients by

$$g_0(z_i)=u_i,\qquad g_{p+1}(z_i)=\frac{g_p(z_p)-g_p(z_i)}{(z_i-z_p)\,g_p(z_i)}\quad(i>p),\qquad a_p=g_p(z_p).$$

The data are admissible if the nodes are distinct and $g_p(z_i)\neq0$ for $p\le i<N$. At an evaluation point $w$, the fraction with $k$ levels that starts at level $p$ and ends in a tail value $t$ is

$$C_{p,0}(w;t)=t,\qquad C_{p,k+1}(w;t)=\frac{a_p}{1+(w-z_p)\,C_{p+1,k}(w;t)},$$

and the $N$-term fraction is $C_{0,N}(w;0)$. For admissible data and $i<N$, no denominator of $C_{0,i+1}(z_i;t)$ vanishes, and

$$C_{0,i+1}(z_i;t)=u_i\quad\text{for every } t\in K.$$

For the recurrences $X_{n+2}=X_{n+1}+(w-z_n)\,a_{n+1}X_n$, with $X=A$ started from $A_0=0$, $A_1=a_0$ and $X=B$ started from $B_0=B_1=1$, one has $A_N(z_i)=u_iB_N(z_i)$, so $A_N/B_N$ takes the value $u_i$ at each node where $B_N(z_i)\neq0$.

## Where a code relies on it

The coefficients can be computed in place. An array `g` is filled with the data, and for $p=0,\dots,N-2$ every entry with $i>p$ is overwritten by the recursion. Entry $p$ is not touched from sweep $p$ onwards, so the array ends up holding $a_0,\dots,a_{N-1}$. Admissibility is the condition that no two nodes coincide and that none of the values $g_p(z_i)$ with $p\le i$, which the array holds along the way, is zero. The fraction is then evaluated at $w=\omega+\mathrm{i}\eta$ either backwards, from $t=0$ up through the levels, or forwards as $A_N/B_N$. The results proved here give conditions under which the two routes agree and under which re-evaluation at the input frequencies returns the input.

## Derivation

Let the data be admissible, fix a node $z_i$ with $i<N$ and put $d_p=1+(z_i-z_p)\,g_{p+1}(z_i)$ for $p<i$. Multiplying the recursion by $(z_i-z_p)\,g_p(z_i)$ gives $g_p(z_i)(z_i-z_p)\,g_{p+1}(z_i)=a_p-g_p(z_i)$, that is

$$g_p(z_i)\,d_p=a_p .$$

Since $a_p\neq0$, also $d_p\neq0$, and $g_p(z_i)=a_p/d_p$.

Now go downwards from level $i$. There $C_{i,1}(z_i;t)=a_i/(1+0\cdot t)=g_i(z_i)$. If the fraction of levels $p+1,\dots,i$ equals $g_{p+1}(z_i)$, then the denominator at level $p$ is $d_p$ and the fraction of levels $p,\dots,i$ is $a_p/d_p=g_p(z_i)$. At $p=0$ this is $u_i$, and the denominators met were $1,d_{i-1},\dots,d_0$.

For the recurrences, let $w$ be arbitrary and let $s_0,\dots,s_{n+1}$ satisfy $s_pd_p=a_p$ for $p\le n$, now with $d_p=1+(w-z_p)s_{p+1}$. Put $\tilde X_m=X_{m+1}+(w-z_m)\,s_{m+1}X_m$. Then $\tilde B_0=d_0$ and $\tilde A_0=a_0=s_0d_0$. Inserting the recurrence and $a_{m+1}=s_{m+1}d_{m+1}$, for $m<n$,

$$\tilde X_{m+1}=X_{m+1}\bigl[1+(w-z_{m+1})s_{m+2}\bigr]+(w-z_m)\,s_{m+1}d_{m+1}X_m=d_{m+1}\tilde X_m ,$$

so $\tilde B_n=\prod_{p=0}^{n}d_p$ and $\tilde A_n=s_0\prod_{p=0}^{n}d_p$.

Two choices of $s$ are used. With $s_p=C_{p,n+1-p}(w;0)$ and all denominators nonzero, $s_{n+1}=0$ gives $\tilde X_n=X_{n+1}$, hence $B_{n+1}=\prod d_p\neq0$ and $C_{0,n+1}(w;0)=s_0=A_{n+1}/B_{n+1}$. With $w=z_i$, $i\ge1$, $s_p=g_p(z_i)$ and $n=i-1$, the last value is $s_i=a_i$, so $\tilde X_{i-1}=X_{i+1}$ and $A_{i+1}=u_iB_{i+1}$; for $i=0$ this reads $a_0=u_0\cdot1$. The next step carries the factor $z_i-z_i$, so $X_{i+2}=X_{i+1}$. The relation holds at two consecutive indices, and the linear recurrence passes it on up to $N$.

The condition $B_N(z_i)\neq0$ can fail. Nodes $0,1,2$ with data $2,1,1$ give $g_1(z_1)=1$, $g_1(z_2)=\tfrac12$, $g_2(z_2)=1$, so $a_0,a_1,a_2=2,1,1$. Then $A_2=2$, $B_2=1+w$, $A_3=2+2(w-1)=2w$ and $B_3=1+w+(w-1)=2w$. The ratio is $1$ for $w\neq0$, while $u_0=2$.

## The file

```lean
import Mathlib

open Finset

namespace ThieleInterpolation

noncomputable section

variable {K : Type*} [Field K]

/-- Reciprocal differences `g_p(z_i)` of the data `u_i` at the nodes `z_i` (indices from 0). -/
def recDiff (z u : ℕ → K) : ℕ → ℕ → K
  | 0, i => u i
  | p + 1, i => (recDiff z u p p - recDiff z u p i) / ((z i - z p) * recDiff z u p i)

/-- Continued-fraction coefficients `a_p = g_p(z_p)`. -/
def thieleCoeff (z u : ℕ → K) (p : ℕ) : K := recDiff z u p p

/-- The first `N` nodes are distinct and all `g_p(z_i)` with `p ≤ i < N` are nonzero. -/
structure Admissible (z u : ℕ → K) (N : ℕ) : Prop where
  distinct : ∀ p i, p < i → i < N → z i ≠ z p
  nonzero : ∀ p i, p ≤ i → i < N → recDiff z u p i ≠ 0

/-- The fraction `a_p/(1 + (w - z_p) a_(p+1)/(1 + ...))` with `k` levels starting at level `p`
and ending in the tail value `t`; the `N`-term fraction is `cf a z w 0 0 N`. -/
def cf (a z : ℕ → K) (w t : K) : ℕ → ℕ → K
  | _, 0 => t
  | p, k + 1 => a p / (1 + (w - z p) * cf a z w t (p + 1) k)

/-- No denominator of the `n`-level fraction with tail `t` vanishes at `w`. -/
def Regular (a z : ℕ → K) (w t : K) (n : ℕ) : Prop :=
  ∀ p k, p + 1 + k = n → 1 + (w - z p) * cf a z w t (p + 1) k ≠ 0

/-- Numerators `A_n(w)` of the three-term recurrence, with `A_0 = 0`, `A_1 = a_0`. -/
def numer (a z : ℕ → K) (w : K) : ℕ → K
  | 0 => 0
  | 1 => a 0
  | n + 2 => numer a z w (n + 1) + (w - z n) * a (n + 1) * numer a z w n

/-- Denominators `B_n(w)` of the three-term recurrence, with `B_0 = B_1 = 1`. -/
def denom (a z : ℕ → K) (w : K) : ℕ → K
  | 0 => 1
  | 1 => 1
  | n + 2 => denom a z w (n + 1) + (w - z n) * a (n + 1) * denom a z w n

/-- The recursion solved for one level: `g_p(z_i) (1 + (z_i - z_p) g_(p+1)(z_i)) = a_p`. -/
theorem recDiff_step {z u : ℕ → K} {p i : ℕ} (hz : z i ≠ z p) (hg : recDiff z u p i ≠ 0) :
    recDiff z u p i * (1 + (z i - z p) * recDiff z u (p + 1) i) = thieleCoeff z u p := by
  have hz' : z i - z p ≠ 0 := sub_ne_zero.mpr hz
  have e : recDiff z u (p + 1) i
      = (recDiff z u p p - recDiff z u p i) / ((z i - z p) * recDiff z u p i) := rfl
  rw [e, thieleCoeff]
  field_simp
  ring

/-- For admissible data, `1 + (z_i - z_p) g_(p+1)(z_i)` is nonzero for `p < i < N`. -/
theorem level_ne_zero {z u : ℕ → K} {N p i : ℕ} (h : Admissible z u N) (hp : p < i)
    (hi : i < N) : 1 + (z i - z p) * recDiff z u (p + 1) i ≠ 0 := by
  intro h0
  have hs := recDiff_step (h.distinct p i hp hi) (h.nonzero p i hp.le hi)
  rw [h0, mul_zero] at hs
  exact h.nonzero p p le_rfl (by omega) hs.symm

/-- A fraction with `k + l` levels is the `k`-level fraction whose tail is the fraction made
of the remaining `l` levels. -/
theorem cf_add (a z : ℕ → K) (w t : K) (p k l : ℕ) :
    cf a z w t p (k + l) = cf a z w (cf a z w t (p + k) l) p k := by
  induction k generalizing p with
  | zero => rw [Nat.zero_add]; rfl
  | succ k ih =>
    rw [Nat.add_right_comm k 1 l]
    show a p / (1 + (w - z p) * cf a z w t (p + 1) (k + l))
      = a p / (1 + (w - z p) * cf a z w (cf a z w t (p + (k + 1)) l) (p + 1) k)
    have e : p + 1 + k = p + (k + 1) := by omega
    rw [ih (p + 1), e]

/-- At the node `z_i`, the fraction of levels `p, ..., i` equals `g_p(z_i)` for every tail. -/
theorem cf_at_node {z u : ℕ → K} {N i : ℕ} (h : Admissible z u N) (hi : i < N) (t : K) :
    ∀ k p, p + k = i → cf (thieleCoeff z u) z (z i) t p (k + 1) = recDiff z u p i := by
  intro k
  induction k with
  | zero =>
    intro p hp
    have e : p = i := by omega
    rw [e]
    -- the factor `z_i - z_i` removes the tail
    show thieleCoeff z u i / (1 + (z i - z i) * t) = recDiff z u i i
    simp [thieleCoeff]
  | succ k ih =>
    intro p hp
    have hpi : p < i := by omega
    show thieleCoeff z u p
      / (1 + (z i - z p) * cf (thieleCoeff z u) z (z i) t (p + 1) (k + 1)) = _
    rw [ih (p + 1) (by omega), div_eq_iff (level_ne_zero h hpi hi)]
    exact (recDiff_step (h.distinct p i hpi hi) (h.nonzero p i hpi.le hi)).symm

/-- Thiele interpolation: for admissible data, at `z_i` the fraction of levels `0, ..., i` has
no vanishing denominator and equals `u_i`, whatever tail value follows level `i`. -/
theorem thiele_interpolation {z u : ℕ → K} {N i : ℕ} (h : Admissible z u N) (hi : i < N)
    (t : K) :
    Regular (thieleCoeff z u) z (z i) t (i + 1) ∧
      cf (thieleCoeff z u) z (z i) t 0 (i + 1) = u i := by
  refine ⟨?_, cf_at_node h hi t i 0 (by omega)⟩
  intro p k hpk
  rcases k with _ | k
  · have e : p = i := by omega
    rw [e]
    simp
  · rw [cf_at_node h hi t k (p + 1) (by omega)]
    exact level_ne_zero h (by omega) hi

/-- If `s_p d_p = a_p` with `d_p = 1 + (w - z_p) s_(p+1)` for `p ≤ n`, the recurrence step taken
with `s_(n+1)` in place of `a_(n+1)` gives `∏ d_p` for `B` and `s_0 ∏ d_p` for `A`. -/
theorem recurrence_product {a z : ℕ → K} {w : K} (s : ℕ → K) (n : ℕ)
    (hs : ∀ p ≤ n, s p * (1 + (w - z p) * s (p + 1)) = a p) :
    denom a z w (n + 1) + (w - z n) * s (n + 1) * denom a z w n
        = ∏ p ∈ range (n + 1), (1 + (w - z p) * s (p + 1)) ∧
      numer a z w (n + 1) + (w - z n) * s (n + 1) * numer a z w n
        = s 0 * ∏ p ∈ range (n + 1), (1 + (w - z p) * s (p + 1)) := by
  induction n with
  | zero =>
    rw [prod_range_succ, prod_range_zero]
    constructor
    · show (1 : K) + (w - z 0) * s (0 + 1) * 1 = _
      ring
    · show a 0 + (w - z 0) * s (0 + 1) * 0 = _
      linear_combination (-1 : K) * hs 0 le_rfl
  | succ n ih =>
    obtain ⟨h1, h2⟩ := ih (fun p hp => hs p (by omega))
    have h := hs (n + 1) le_rfl
    have e1 : denom a z w (n + 1 + 1)
        = denom a z w (n + 1) + (w - z n) * a (n + 1) * denom a z w n := rfl
    have e2 : numer a z w (n + 1 + 1)
        = numer a z w (n + 1) + (w - z n) * a (n + 1) * numer a z w n := rfl
    rw [prod_range_succ _ (n + 1), e1, e2]
    -- each step factors out `d_(n+1)`
    constructor
    · linear_combination (1 + (w - z (n + 1)) * s (n + 1 + 1)) * h1
        - (w - z n) * denom a z w n * h
    · linear_combination (1 + (w - z (n + 1)) * s (n + 1 + 1)) * h2
        - (w - z n) * numer a z w n * h

/-- Where no denominator of the `(n+1)`-term fraction vanishes, `B_(n+1)(w) ≠ 0` and the
fraction equals `A_(n+1)(w) / B_(n+1)(w)`. -/
theorem cf_eq_numer_div_denom {a z : ℕ → K} {w : K} {n : ℕ} (hr : Regular a z w 0 (n + 1)) :
    denom a z w (n + 1) ≠ 0 ∧
      cf a z w 0 0 (n + 1) = numer a z w (n + 1) / denom a z w (n + 1) := by
  have hd : ∀ p ≤ n, 1 + (w - z p) * cf a z w 0 (p + 1) (n + 1 - (p + 1)) ≠ 0 :=
    fun p hp => hr p _ (by omega)
  have hs : ∀ p ≤ n, cf a z w 0 p (n + 1 - p)
      * (1 + (w - z p) * cf a z w 0 (p + 1) (n + 1 - (p + 1))) = a p := by
    intro p hp
    have e : n + 1 - p = n + 1 - (p + 1) + 1 := by omega
    rw [e]
    exact div_mul_cancel₀ (a p) (hd p hp)
  obtain ⟨h1, h2⟩ := recurrence_product (fun p => cf a z w 0 p (n + 1 - p)) n hs
  have e0 : cf a z w 0 (n + 1) (n + 1 - (n + 1)) = 0 := by rw [Nat.sub_self]; rfl
  try beta_reduce at h1 h2
  rw [e0, mul_zero, zero_mul, add_zero] at h1 h2
  have hB : denom a z w (n + 1) ≠ 0 := by
    rw [h1]
    exact prod_ne_zero_iff.mpr fun p hp => hd p (Nat.lt_succ_iff.mp (mem_range.mp hp))
  refine ⟨hB, ?_⟩
  rw [eq_div_iff hB, h1]
  exact h2.symm

/-- For admissible data, `A_N(z_i) = u_i B_N(z_i)` at every node, and
`A_N(z_i) / B_N(z_i) = u_i` if `B_N(z_i) ≠ 0`. -/
theorem rational_interpolation {z u : ℕ → K} {N i : ℕ} (h : Admissible z u N) (hi : i < N) :
    numer (thieleCoeff z u) z (z i) N = u i * denom (thieleCoeff z u) z (z i) N ∧
      (denom (thieleCoeff z u) z (z i) N ≠ 0 →
        numer (thieleCoeff z u) z (z i) N / denom (thieleCoeff z u) z (z i) N = u i) := by
  have base : numer (thieleCoeff z u) z (z i) (i + 1)
      = u i * denom (thieleCoeff z u) z (z i) (i + 1) := by
    cases i with
    | zero => exact (mul_one (u 0)).symm
    | succ j =>
      obtain ⟨h1, h2⟩ := recurrence_product (a := thieleCoeff z u) (z := z) (w := z (j + 1))
        (fun p => recDiff z u p (j + 1)) j (fun p hp =>
          recDiff_step (h.distinct p _ (by omega) hi) (h.nonzero p _ (by omega) hi))
      rw [← h1] at h2
      exact h2
  generalize thieleCoeff z u = a at base ⊢
  -- the step after level `i` is idle, and the recurrence then carries the relation along
  have all : ∀ k, numer a z (z i) (i + k + 1) = u i * denom a z (z i) (i + k + 1) ∧
      numer a z (z i) (i + k + 1 + 1) = u i * denom a z (z i) (i + k + 1 + 1) := by
    intro k
    induction k with
    | zero =>
      refine ⟨base, ?_⟩
      show numer a z (z i) (i + 1) + (z i - z i) * a (i + 1) * numer a z (z i) i
        = u i * (denom a z (z i) (i + 1) + (z i - z i) * a (i + 1) * denom a z (z i) i)
      linear_combination base
    | succ k ih =>
      obtain ⟨h1, h2⟩ := ih
      refine ⟨h2, ?_⟩
      show numer a z (z i) (i + k + 1 + 1)
          + (z i - z (i + k + 1)) * a (i + k + 1 + 1) * numer a z (z i) (i + k + 1)
        = u i * (denom a z (z i) (i + k + 1 + 1)
          + (z i - z (i + k + 1)) * a (i + k + 1 + 1) * denom a z (z i) (i + k + 1))
      linear_combination h2 + (z i - z (i + k + 1)) * a (i + k + 1 + 1) * h1
  obtain ⟨k, rfl⟩ : ∃ k, N = i + k + 1 := ⟨N - i - 1, by omega⟩
  exact ⟨(all k).1, fun hB => (div_eq_iff hB).mpr (all k).1⟩

/-- The nodes `0, 1, 2, ...`. -/
def exNodes (i : ℕ) : ℂ := i

/-- The data `2, 1, 1, ...`. -/
def exData (i : ℕ) : ℂ := if i = 0 then 2 else 1

/-- Nodes `0, 1, 2` with data `2, 1, 1` are admissible; `B_3` vanishes at the first node, and
`A_3 / B_3 = 1` at every other point although the first datum is `2`. -/
theorem unattainable_witness :
    Admissible exNodes exData 3 ∧ exData 0 = 2 ∧
      denom (thieleCoeff exNodes exData) exNodes (exNodes 0) 3 = 0 ∧
      ∀ w ≠ exNodes 0, numer (thieleCoeff exNodes exData) exNodes w 3
        / denom (thieleCoeff exNodes exData) exNodes w 3 = 1 := by
  have g00 : recDiff exNodes exData 0 0 = 2 := by norm_num [recDiff, exData]
  have g01 : recDiff exNodes exData 0 1 = 1 := by norm_num [recDiff, exData]
  have g02 : recDiff exNodes exData 0 2 = 1 := by norm_num [recDiff, exData]
  have g11 : recDiff exNodes exData 1 1 = 1 := by
    show (exData 0 - exData 1) / ((exNodes 1 - exNodes 0) * exData 1) = 1
    norm_num [exData, exNodes]
  have g12 : recDiff exNodes exData 1 2 = 1 / 2 := by
    show (exData 0 - exData 2) / ((exNodes 2 - exNodes 0) * exData 2) = 1 / 2
    norm_num [exData, exNodes]
  have g22 : recDiff exNodes exData 2 2 = 1 := by
    show (recDiff exNodes exData 1 1 - recDiff exNodes exData 1 2)
      / ((exNodes 2 - exNodes 1) * recDiff exNodes exData 1 2) = 1
    rw [g11, g12]
    norm_num [exNodes]
  have hA : ∀ w, numer (thieleCoeff exNodes exData) exNodes w 3 = 2 * w := by
    intro w
    show recDiff exNodes exData 0 0 + (w - exNodes 0) * recDiff exNodes exData 1 1 * 0
      + (w - exNodes 1) * recDiff exNodes exData 2 2 * recDiff exNodes exData 0 0 = 2 * w
    rw [g00, g11, g22]
    simp only [exNodes]
    push_cast
    ring
  have hB : ∀ w, denom (thieleCoeff exNodes exData) exNodes w 3 = 2 * w := by
    intro w
    show 1 + (w - exNodes 0) * recDiff exNodes exData 1 1 * 1
      + (w - exNodes 1) * recDiff exNodes exData 2 2 * 1 = 2 * w
    rw [g11, g22]
    simp only [exNodes]
    push_cast
    ring
  refine ⟨⟨?_, ?_⟩, g00, ?_, ?_⟩
  · intro p i hpi _ h
    have : i = p := Nat.cast_injective (R := ℂ) h
    omega
  · intro p i hp hi
    interval_cases i <;> interval_cases p <;> norm_num [g00, g01, g02, g11, g12, g22]
  · rw [hB]
    simp [exNodes]
  · intro w hw
    have hw' : w ≠ 0 := by simpa [exNodes] using hw
    rw [hA, hB]
    exact div_self (mul_ne_zero two_ne_zero hw')

end

end ThieleInterpolation
```

```lean
#print axioms ThieleInterpolation.cf_add
#print axioms ThieleInterpolation.thiele_interpolation
#print axioms ThieleInterpolation.cf_eq_numer_div_denom
#print axioms ThieleInterpolation.rational_interpolation
```

```
'ThieleInterpolation.cf_add' depends on axioms: [propext, Quot.sound]
'ThieleInterpolation.thiele_interpolation' depends on axioms: [propext, Classical.choice, Quot.sound]
'ThieleInterpolation.cf_eq_numer_div_denom' depends on axioms: [propext, Classical.choice, Quot.sound]
'ThieleInterpolation.rational_interpolation' depends on axioms: [propext, Classical.choice, Quot.sound]
```

## Statements and proof

Nodes and data are sequences `z u : ℕ → K` indexed from 0, of which `Admissible z u N` constrains the first `N` through its fields `distinct` and `nonzero`. The term `recDiff z u p i` is $g_p(z_i)$, `thieleCoeff z u p` is $a_p$, `cf a z w t p k` is $C_{p,k}(w;t)$, and `numer` and `denom` are $A_n$ and $B_n$. `Regular a z w t n` says that all $n$ denominators of $C_{0,n}(w;t)$ are nonzero.

`recDiff_step` is $g_p(z_i)\,d_p=a_p$ for $z_i\neq z_p$ and $g_p(z_i)\neq0$, with `field_simp` clearing the denominator, and `level_ne_zero` deduces $d_p\neq0$. `cf_at_node` is the downward argument for admissible data, run as an induction on $k=i-p$; its base case is the factor `z i - z i`, and its step uses `div_eq_iff` to turn $a_p/d_p=g_p(z_i)$ into the product form. `thiele_interpolation` takes $p=0$ and collects the denominators. In the induction step of `recurrence_product` each `linear_combination` multiplies the induction hypothesis by $d_{n+1}$ and subtracts $(w-z_n)X_n$ times $s_{n+1}d_{n+1}=a_{n+1}$. `cf_eq_numer_div_denom` and `rational_interpolation` are the two choices of $s$; in the latter, `base` is the relation at index $i+1$ and `all` carries it for pairs of consecutive indices. `unattainable_witness` is the three-node example over $\mathbb{C}$.

## What can be relied on

The interpolation theorem concerns the fraction cut at level $i$. `cf_add` states $C_{p,k+l}(w;t)=C_{p,k}\bigl(w;C_{p+k,l}(w;t)\bigr)$, so the deeper levels of the $N$-term fraction enter only as a tail, and any finite tail is removed at $z_i$. The deeper levels may however have a vanishing denominator there. In the example the tail below level 0 is $1/(1+(w-1))=1/w$; Lean sets $1/0=0$, so its full fraction returns $2$ at $w=0$, whereas a backward loop in floating point divides by zero and multiplies the result by zero. A check of the coefficients at node $z_i$ avoids this by starting the backward loop at level $i$.

In exact arithmetic that check passes for all admissible data, including the example, and so does the test $A_N(z_i)-u_iB_N(z_i)=0$, which at the first node of the example reads $0=0$. The rational function that is continued to the real axis meets the datum when $B_N(z_i)\neq0$, and this has to be tested separately. Forward and backward evaluation are proved equal where the $N$-term fraction is regular.

Admissibility is assumed. It excludes data that terminate the fraction early: for a single non-interacting level at energy $\epsilon$, $G(z)=1/(z-\epsilon)$ gives $g_1(z_i)=1/(z_0-\epsilon)$ for all $i\ge1$ and $g_2(z_i)=0$ for all $i\ge2$, so three or more nodes are inadmissible; this case is worked by hand and does not appear in the file.

All statements are algebraic identities in exact arithmetic for a finite node set. Thiele's formula as an expansion of a function comes with a remainder away from the nodes, and no bound on it is given, nor on convergence in $N$, rounding, or noise in $u_i$. Nothing proved here keeps the zeros of $B_N$ out of the upper half-plane, so analyticity there and a nonnegative spectral function do not follow from interpolation.
